# Bounds on the means and covariances of anticommuting Majorana operators in a pure state

Suppose that three Majorana operators $g_0,g_1,g_2$ have been assigned the covariances $C_{01}=C_{02}=1$ and $C_{12}=0$, perhaps by a noisy estimate. Each entry lies between $-1$ and $1$, so a check of single entries passes. Now put $h=(g_1+g_2)/\sqrt2$, which again squares to the identity and anticommutes with $g_0$. The fermion mode $a=(g_0+ih)/2$ then has the occupation $\langle a^\dagger a\rangle=(1+\sqrt2)/2\approx1.21$, which violates the Pauli principle. The means can fail in the same way: three Pauli means of $0.9$ each give a Bloch vector longer than 1.

The constraints that exclude such data are collective. For a unit vector $v$ and finitely many Majorana operators $g_j$, define

$$m_j=\langle v,g_jv\rangle,\qquad C_{jk}=\tfrac i2\langle v,[g_j,g_k]v\rangle .$$

Then $\sum_j m_j^2\le1$, the matrix $C$ is real and antisymmetric, and $1+iC$ and $1-iC$ are positive semidefinite. Moreover $|Cx|\le|x|$ for every real vector $x$.

## Operators, means and covariances

The label set `ι` is finite and the state space `H` is any complex inner product space, of finite or infinite dimension. The inner product is conjugate-linear in its first argument.

```lean
import Mathlib

open Matrix
open scoped InnerProductSpace ComplexOrder

namespace MajoranaCovariance

noncomputable section

variable {ι H : Type*} [Fintype ι] [DecidableEq ι]
  [NormedAddCommGroup H] [InnerProductSpace ℂ H]
```

The operators satisfy $\langle g_jx,y\rangle=\langle x,g_jy\rangle$, $g_j^2=1$, and $g_jg_k=-g_kg_j$ for $j\ne k$. These are the fields `symm`, `sq` and `anti`. The normalisation is $g_j^2=1$; texts that use $g_j^2=1/2$ need a rescaling. The operators are linear maps defined on all of `H`, and no Hamiltonian enters.

```lean
/-- A family of Majorana operators: self-adjoint, squaring to the identity and
pairwise anticommuting. -/
structure IsMajorana {ι H : Type*} [NormedAddCommGroup H] [InnerProductSpace ℂ H]
    (g : ι → H →ₗ[ℂ] H) : Prop where
  symm : ∀ j, (g j).IsSymmetric
  sq : ∀ j x, g j (g j x) = x
  anti : ∀ j k, j ≠ k → ∀ x, g j (g k x) = -(g k (g j x))
```

The mean is defined as a real part, so that it is a real number by type.

```lean
/-- The real part of `⟨v, g_j v⟩`. For a self-adjoint operator and a unit vector `v` this is the
mean value. -/
def mean {ι H : Type*} [NormedAddCommGroup H] [InnerProductSpace ℂ H]
    (g : ι → H →ₗ[ℂ] H) (v : H) (j : ι) : ℝ :=
  (⟪v, g j v⟫_ℂ).re
```

The covariance matrix is treated in the same way, with real entries indexed by `ι`.

```lean
/-- The covariance matrix: the real part of `(i/2) ⟨v, [g_j, g_k] v⟩`. -/
def covariance {ι H : Type*} [NormedAddCommGroup H] [InnerProductSpace ℂ H]
    (g : ι → H →ₗ[ℂ] H) (v : H) : Matrix ι ι ℝ :=
  Matrix.of fun j k => (Complex.I / 2 * ⟪v, g j (g k v) - g k (g j v)⟫_ℂ).re
```

## Nothing is lost in the real parts

Self-adjointness gives

$$\overline{\langle v,g_jv\rangle}=\langle g_jv,v\rangle=\langle v,g_jv\rangle,$$

so the expectation value is real and `mean` is all of it. The proof shows that the number equals its own conjugate.

```lean
variable {g : ι → H →ₗ[ℂ] H} {v : H}

omit [Fintype ι] [DecidableEq ι] in
/-- The expectation value of a Majorana operator is real and equals `mean`. -/
theorem mean_real (hg : IsMajorana g) (v : H) (j : ι) :
    (mean g v j : ℂ) = ⟪v, g j v⟫_ℂ := by
  unfold mean
  refine Complex.conj_eq_iff_re.mp ?_
  rw [inner_conj_symm]
  exact hg.symm j v v
```

For the covariance, let $z=\langle g_jv,g_kv\rangle$. Moving one operator to the left in each term of the commutator gives

$$\langle v,[g_j,g_k]v\rangle=\langle g_jv,g_kv\rangle-\langle g_kv,g_jv\rangle=z-\bar z=2i\,\mathrm{Im}\,z .$$

Multiplication by $i/2$ leaves $C_{jk}=-\mathrm{Im}\,z$, which is real. The auxiliary statement `h` is the identity with $z-\bar z$, and the closing lines check invariance under conjugation.

```lean
omit [Fintype ι] [DecidableEq ι] in
/-- For a Majorana family, the number `(i/2) ⟨v, [g_j, g_k] v⟩` is real and equals the covariance
entry. -/
theorem covariance_real (hg : IsMajorana g) (v : H) (j k : ι) :
    (covariance g v j k : ℂ)
      = Complex.I / 2 * ⟪v, g j (g k v) - g k (g j v)⟫_ℂ := by
  -- the commutator expectation is a number minus its conjugate
  have h : ⟪v, g j (g k v) - g k (g j v)⟫_ℂ
      = ⟪g j v, g k v⟫_ℂ - starRingEnd ℂ ⟪g j v, g k v⟫_ℂ := by
    rw [inner_sub_right, inner_conj_symm, hg.symm j v (g k v), hg.symm k v (g j v)]
  simp only [covariance, Matrix.of_apply]
  rw [h]
  refine Complex.conj_eq_iff_re.mp ?_
  simp only [map_mul, map_sub, map_div₀, Complex.conj_I, Complex.conj_conj, map_ofNat]
  ring
```

## Overlaps of the vectors $g_jv$

For $j\neq k$, anticommutation turns the product into half a commutator, $g_jg_k=\tfrac12[g_j,g_k]$, and therefore

$$\langle g_jv,g_kv\rangle=\tfrac12\langle v,[g_j,g_k]v\rangle=-iC_{jk}.$$

For $j=k$ the overlap is $\langle v,g_j^2v\rangle=\|v\|^2=1$, while $C_{jj}=0$. Both cases are contained in

$$\langle g_jv,g_kv\rangle=\delta_{jk}-iC_{jk}.$$

The proof makes the same case distinction, and its last line uses $i^2=-1$.

```lean
omit [Fintype ι] in
/-- For a Majorana family and a unit vector `v`, the overlaps of the vectors `g_j v` are `δ_jk - i
C_jk`. -/
theorem overlap_eq (hg : IsMajorana g) (hv : ‖v‖ = 1) (j k : ι) :
    ⟪g j v, g k v⟫_ℂ
      = (1 : Matrix ι ι ℂ) j k - Complex.I * (covariance g v j k : ℂ) := by
  rw [covariance_real hg, inner_sub_right, hg.symm j v (g k v)]
  rcases eq_or_ne j k with rfl | h
  · simp [hg.sq, inner_self_eq_norm_sq_to_K, hv]
  · rw [Matrix.one_apply_ne h, hg.anti j k h v, inner_neg_right]
    linear_combination (-⟪v, g k (g j v)⟫_ℂ) * Complex.I_sq
```

Now take real coefficients and set $X=\sum_kx_kg_kv$ and $Y=\sum_jy_jg_jv$. Conjugation does not affect the $y_j$, so

$$\langle Y,X\rangle=\sum_{j,k}y_jx_k(\delta_{jk}-iC_{jk})=y\cdot x-i\,y\cdot Cx .$$

In Lean, `⬝ᵥ` is the dot product and `*ᵥ` applies a matrix to a vector. The proof writes $y\cdot x$ as a double sum with the identity matrix and compares the two sides term by term.

```lean
/-- For a Majorana family, a unit vector `v` and real coefficients `x`, `y`, the overlap of `∑ y_j
g_j v` with `∑ x_k g_k v` is `y·x - i y·Cx`. -/
theorem inner_combination (hg : IsMajorana g) (hv : ‖v‖ = 1) (y x : ι → ℝ) :
    ⟪∑ j, (y j : ℂ) • g j v, ∑ k, (x k : ℂ) • g k v⟫_ℂ
      = ((y ⬝ᵥ x : ℝ) : ℂ) - Complex.I * ((y ⬝ᵥ (covariance g v *ᵥ x) : ℝ) : ℂ) := by
  simp only [dotProduct, Matrix.mulVec, Complex.ofReal_sum, Complex.ofReal_mul,
    Finset.mul_sum]
  rw [sum_inner, ← Finset.sum_sub_distrib]
  refine Finset.sum_congr rfl fun j _ => ?_
  have h1 : (y j : ℂ) * (x j : ℂ)
      = ∑ k, (y j : ℂ) * ((1 : Matrix ι ι ℂ) j k * (x k : ℂ)) := by
    simp [Matrix.one_apply]
  rw [inner_sum, h1, ← Finset.sum_sub_distrib]
  refine Finset.sum_congr rfl fun k _ => ?_
  rw [inner_smul_left, inner_smul_right, overlap_eq hg hv, Complex.conj_ofReal]
  ring
```

Setting $y=x$ and taking the real part gives $\|X\|^2=x\cdot x$. The map $x\mapsto X$ therefore preserves the Euclidean length of real vectors.

```lean
/-- For a Majorana family, a unit vector `v` and real coefficients `x`, the vector `∑ x_j g_j v` has
squared length `x·x`. -/
theorem norm_sq_combination (hg : IsMajorana g) (hv : ‖v‖ = 1) (x : ι → ℝ) :
    ‖∑ j, (x j : ℂ) • g j v‖ ^ 2 = x ⬝ᵥ x := by
  rw [← inner_self_eq_norm_sq (𝕜 := ℂ), inner_combination hg hv]
  simp
```

## Positivity of a matrix of overlaps

For any vectors $u_j$, let $G_{jk}=\langle u_j,u_k\rangle$. This matrix is Hermitian, and for complex $z_j$

$$z^\dagger Gz=\sum_{j,k}\bar z_jz_k\langle u_j,u_k\rangle=\Big\|\sum_jz_ju_j\Big\|^2\ge0 .$$

In the proof, `h` identifies the quadratic form with the inner product of $\sum_jz_ju_j$ with itself, and `h2` identifies that inner product with the squared length. `PosSemidef` includes the requirement that the matrix be Hermitian.

```lean
omit [DecidableEq ι] in
/-- The matrix of overlaps of finitely many vectors is positive semidefinite. -/
theorem overlap_posSemidef (u : ι → H) :
    (Matrix.of fun j k => ⟪u j, u k⟫_ℂ).PosSemidef := by
  refine Matrix.PosSemidef.of_dotProduct_mulVec_nonneg
    (Matrix.IsHermitian.ext fun j k => inner_conj_symm _ _) fun z => ?_
  -- the quadratic form is the squared length of `∑ z_j u_j`
  have h : star z ⬝ᵥ ((Matrix.of fun j k => ⟪u j, u k⟫_ℂ) *ᵥ z)
      = ⟪∑ j, z j • u j, ∑ k, z k • u k⟫_ℂ := by
    rw [sum_inner]
    simp only [dotProduct, Matrix.mulVec, Pi.star_apply, Matrix.of_apply, inner_sum,
      Finset.mul_sum, inner_smul_left, inner_smul_right, starRingEnd_apply]
    refine Finset.sum_congr rfl fun j _ => Finset.sum_congr rfl fun k _ => ?_
    ring
  have h2 : ⟪∑ j, z j • u j, ∑ k, z k • u k⟫_ℂ
      = ((‖∑ j, z j • u j‖ ^ 2 : ℝ) : ℂ) := by
    rw [inner_self_eq_norm_sq_to_K]
    simp
  rw [h, h2]
  exact Complex.zero_le_real.mpr (by positivity)
```

The same argument bounds the one-particle density matrix $\gamma_{jk}=\langle v,a_j^\dagger a_kv\rangle$ of ordinary fermion modes. The overlaps of the vectors $a_jv$ form $\gamma$, and those of the vectors $a_j^\dagger v$ form $1-\gamma^{T}$. Both are positive semidefinite, so the natural occupation numbers lie between 0 and 1.

## The bounds on means and covariances

Let $M=\sum_jm_jg_jv$ and $S=\sum_jm_j^2$. Then $\langle v,M\rangle=S$, and the length formula gives $\|M\|^2=S$. By Cauchy–Schwarz,

$$S=|\langle v,M\rangle|\le\|v\|\,\|M\|=\sqrt S,$$

which forces $S\le1$. The Lean proof reaches this by contradiction: if $S>1$, then $\|M\|\ge S>1$, so $\|M\|^2>\|M\|\ge S$, against $\|M\|^2=S$.

Antisymmetry follows because exchanging $j$ and $k$ reverses the sign of the commutator. By the overlap formula, $1-iC$ is the matrix of overlaps of the vectors $g_jv$ and hence positive semidefinite. Finally,

$$(1-iC)^{T}=1-iC^{T}=1+iC,$$

and transposition preserves positivity.

The theorem `majorana_bounds` states these four conclusions together, for any family satisfying `IsMajorana` and any `v` with `‖v‖ = 1`. The expression `(covariance g v).map Complex.ofReal` is $C$ with its real entries read as complex numbers. The state is a single vector, which may describe interacting or non-interacting particles. If the $g_j$ are linear in fermion creation and annihilation operators, each of them changes the parity of the particle number, so all means vanish in a state of definite parity, as physical fermion states have. The bound on the means is then trivial; it has content for spin operators such as the Pauli operators below. The theorem gives necessary conditions only: it does not construct a state for a given matrix $C$, and it does not treat density operators.

```lean
/-- In a unit state the squared Majorana means sum to at most one, the covariance
matrix `C` is antisymmetric, and `1 + iC` and `1 - iC` are positive semidefinite. -/
theorem majorana_bounds (hg : IsMajorana g) (hv : ‖v‖ = 1) :
    ∑ j, mean g v j ^ 2 ≤ 1 ∧
    (covariance g v)ᵀ = -covariance g v ∧
    (1 + Complex.I • (covariance g v).map Complex.ofReal).PosSemidef ∧
    (1 - Complex.I • (covariance g v).map Complex.ofReal).PosSemidef := by
  have hanti : (covariance g v)ᵀ = -covariance g v := by
    ext j k
    simp only [Matrix.transpose_apply, Matrix.neg_apply, covariance, Matrix.of_apply]
    rw [← neg_sub, inner_neg_right, mul_neg, Complex.neg_re]
  have hminus : (1 - Complex.I • (covariance g v).map Complex.ofReal).PosSemidef := by
    have h : 1 - Complex.I • (covariance g v).map Complex.ofReal
        = Matrix.of fun j k => ⟪g j v, g k v⟫_ℂ := by
      ext j k
      simp [overlap_eq hg hv]
    rw [h]
    exact overlap_posSemidef fun j => g j v
  refine ⟨?_, hanti, ?_, hminus⟩
  · -- Cauchy-Schwarz between `v` and the combination weighted by the means
    have h1 : ⟪v, ∑ j, (mean g v j : ℂ) • g j v⟫_ℂ
        = ((mean g v ⬝ᵥ mean g v : ℝ) : ℂ) := by
      rw [inner_sum]
      simp only [dotProduct, Complex.ofReal_sum, Complex.ofReal_mul, inner_smul_right,
        ← mean_real hg v]
    have h2 := norm_inner_le_norm (𝕜 := ℂ) v (∑ j, (mean g v j : ℂ) • g j v)
    rw [h1, hv, one_mul, Complex.norm_real, Real.norm_eq_abs] at h2
    have h3 := norm_sq_combination hg hv (mean g v)
    have h4 := le_trans (le_abs_self _) h2
    have h5 : ∑ j, mean g v j ^ 2 = mean g v ⬝ᵥ mean g v := by
      simp only [dotProduct, sq]
    rw [h5]
    by_contra hr
    have h6 : 1 < ‖∑ j, (mean g v j : ℂ) • g j v‖ := by linarith [not_le.mp hr]
    nlinarith [sq_nonneg (‖∑ j, (mean g v j : ℂ) • g j v‖ - 1)]
  · -- `1 + iC` is the transpose of `1 - iC`
    have h : 1 + Complex.I • (covariance g v).map Complex.ofReal
        = (1 - Complex.I • (covariance g v).map Complex.ofReal)ᵀ := by
      ext j k
      have hC : covariance g v k j = -covariance g v j k :=
        congrFun (congrFun hanti j) k
      have h1 : (1 : Matrix ι ι ℂ) k j = (1 : Matrix ι ι ℂ) j k :=
        congrFun (congrFun Matrix.transpose_one j) k
      simp only [Matrix.transpose_apply, Matrix.add_apply, Matrix.sub_apply,
        Matrix.smul_apply, Matrix.map_apply, hC, h1, Complex.ofReal_neg, smul_eq_mul]
      ring
    rw [h]
    exact hminus.transpose
```

## The covariance matrix shortens real vectors or keeps their length

Take $y=Cx$ in the formula for $\langle Y,X\rangle$. Its imaginary part is $-|Cx|^2$, and Cauchy–Schwarz together with the length formula gives

$$|Cx|^2\le\|Y\|\,\|X\|=|Cx|\,|x| ,$$

so $|Cx|\le|x|$. To avoid dividing by $|Cx|$, the Lean proof uses $(\|Y\|-\|X\|)^2\ge0$, which yields

$$|Cx|^2\le\|Y\|\,\|X\|\le\tfrac12\left(|Cx|^2+|x|^2\right)$$

and hence $|Cx|^2\le|x|^2$. The theorem states this squared form, with both squared lengths written as dot products.

```lean
/-- In a unit state, the covariance matrix of a Majorana family does not increase the Euclidean
length of a real vector. -/
theorem covariance_contraction (hg : IsMajorana g) (hv : ‖v‖ = 1) (x : ι → ℝ) :
    (covariance g v *ᵥ x) ⬝ᵥ (covariance g v *ᵥ x) ≤ x ⬝ᵥ x := by
  have him := congrArg Complex.im (inner_combination hg hv (covariance g v *ᵥ x) x)
  simp only [Complex.sub_im, Complex.ofReal_im, Complex.mul_im, Complex.I_re,
    Complex.I_im, Complex.ofReal_re, zero_mul, one_mul, zero_add, zero_sub] at him
  have hY := norm_sq_combination hg hv (covariance g v *ᵥ x)
  have hX := norm_sq_combination hg hv x
  -- Cauchy-Schwarz for the imaginary part of the overlap
  have hcs := (Complex.abs_im_le_norm _).trans (norm_inner_le_norm (𝕜 := ℂ)
    (∑ j, ((covariance g v *ᵥ x) j : ℂ) • g j v) (∑ k, (x k : ℂ) • g k v))
  rw [him, abs_neg] at hcs
  have h := le_trans (le_abs_self _) hcs
  nlinarith [sq_nonneg (‖∑ j, ((covariance g v *ᵥ x) j : ℂ) • g j v‖
    - ‖∑ k, (x k : ℂ) • g k v‖)]
```

In a program that stores $C$ as a real array, this becomes a consistency test: the array should be antisymmetric, and its largest singular value should not exceed 1 beyond rounding error. In NumPy the second condition reads `np.linalg.norm(C, 2) <= 1 + tol`. The opening example fails it with the value $\sqrt2$. The test does not depend on the sign convention for $C$, since $C$ and $-C$ have the same singular values. A matrix estimated from a finite number of measurements can fail it through statistical error alone.

## The Pauli operators reach the bounds

A spin one-half gives a concrete family. An operator on $\mathbb C^2$ is specified by its four matrix entries, read row by row.

```lean
/-- The operator on `ℂ²` with matrix rows `(a, b)` and `(c, d)`. -/
def spinOp (a b c d : ℂ) : EuclideanSpace ℂ (Fin 2) →ₗ[ℂ] EuclideanSpace ℂ (Fin 2) where
  toFun x := !₂[a * x 0 + b * x 1, c * x 0 + d * x 1]
  map_add' x y := by
    ext i
    fin_cases i <;> simp <;> ring
  map_smul' r x := by
    ext i
    fin_cases i <;> simp <;> ring
```

The Pauli operators $\sigma_x,\sigma_y,\sigma_z$ receive the labels 0, 1 and 2.

```lean
/-- The three Pauli operators. -/
def pauli : Fin 3 → EuclideanSpace ℂ (Fin 2) →ₗ[ℂ] EuclideanSpace ℂ (Fin 2) :=
  ![spinOp 0 1 1 0, spinOp 0 (-Complex.I) Complex.I 0, spinOp 1 0 0 (-1)]
```

They are self-adjoint, square to the identity and anticommute in pairs. In the unit vector $v=(1,0)$ their means are $0,0,1$, so the squares sum to exactly 1. For this family, the bound on the means says that the Bloch vector of a pure spin state has length at most 1; in fact its length is always exactly 1. From $[\sigma_x,\sigma_y]=2i\sigma_z$ we also obtain

$$C_{01}=\tfrac i2\cdot2i\,\langle v,\sigma_zv\rangle=-1 .$$

The constant 1 in the bound on the means therefore cannot be lowered for all families, and a covariance can reach magnitude 1. The proof checks the algebra operator by operator and component by component, and then evaluates the norm, the means and the covariance.

```lean
/-- The Pauli operators are a Majorana family; in the unit vector `(1, 0)` their squared
means sum to exactly one and the covariance of the first two is `-1`. -/
theorem pauli_witness :
    IsMajorana pauli ∧ ‖(!₂[1, 0] : EuclideanSpace ℂ (Fin 2))‖ = 1 ∧
    ∑ j, mean pauli !₂[1, 0] j ^ 2 = 1 ∧ covariance pauli !₂[1, 0] 0 1 = -1 := by
  refine ⟨⟨?_, ?_, ?_⟩, ?_, ?_, ?_⟩
  · intro j x y
    fin_cases j <;> simp [pauli, spinOp, PiLp.inner_apply, Fin.sum_univ_two] <;> ring
  · intro j x
    ext i
    fin_cases j <;> fin_cases i <;> simp [pauli, spinOp, ← mul_assoc]
  · intro j k h x
    fin_cases j <;> fin_cases k <;> first
      | exact absurd rfl h
      | (ext i; fin_cases i <;> simp [pauli, spinOp])
  · simp [EuclideanSpace.norm_eq, Fin.sum_univ_two]
  · simp [mean, pauli, spinOp, PiLp.inner_apply, Fin.sum_univ_succ]
  · simp [covariance, pauli, spinOp, PiLp.inner_apply, Fin.sum_univ_two]
    try norm_num

end

end MajoranaCovariance
```

```lean
#print axioms MajoranaCovariance.majorana_bounds
-- 'MajoranaCovariance.majorana_bounds' depends on axioms: [propext, Classical.choice, Quot.sound]
#print axioms MajoranaCovariance.covariance_contraction
-- 'MajoranaCovariance.covariance_contraction' depends on axioms: [propext, Classical.choice, Quot.sound]
```
